# MINRES with one negative eigenvalue −d and the rest in [m, M]: a residual bound with a delay logarithmic in M/d

For $A=\mathrm{diag}(-d,\mu)$ with $d,\mu>0$, the vector $x=-b/d$ leaves the residual $b-Ax=(0,\,(1+\mu/d)\,b_2)$: the wrong-sign component is gone, and the other has grown by the factor $1+\mu/d$. With many positive eigenvalues in an interval $[m,M]$, $0<m<M$, a Chebyshev polynomial can then shrink what is left. The growth factor is at most $1+M/d$, and for fixed $M/m$ a number of extra steps proportional to $\log(1+M/d)$ is enough to make up for it.

In Lean 4 with Mathlib:

```lean
import Mathlib

open Polynomial

namespace MinresIndefinite

noncomputable section

/-- The Chebyshev convergence factor `(√k - 1)/(√k + 1)` for condition number `k`. -/
def rate (k : ℝ) : ℝ := (√k - 1) / (√k + 1)

/-- The three-term recurrence of the Chebyshev polynomials, indexed by naturals. -/
theorem chebyshev_rec (n : ℕ) : Chebyshev.T ℝ ((n + 2 : ℕ) : ℤ) =
    2 * X * Chebyshev.T ℝ ((n + 1 : ℕ) : ℤ) - Chebyshev.T ℝ (n : ℤ) := by
  push_cast
  exact Chebyshev.T_add_two ℝ (n : ℤ)

/-- The `n`-th Chebyshev polynomial has degree at most `n`. -/
theorem chebyshev_natDegree_le : ∀ n : ℕ, (Chebyshev.T ℝ (n : ℤ)).natDegree ≤ n
  | 0 => by simp
  | 1 => by simp
  | n + 2 => by
    have h1 := chebyshev_natDegree_le (n + 1)
    have h0 := chebyshev_natDegree_le n
    have hX : (2 * X : ℝ[X]).natDegree ≤ 1 := by compute_degree
    rw [chebyshev_rec]
    refine (natDegree_sub_le _ _).trans (max_le (natDegree_mul_le.trans ?_) ?_) <;> omega

/-- At the cosine of an angle, the `n`-th Chebyshev polynomial is the cosine of `n` times
the angle. -/
theorem chebyshev_cos (θ : ℝ) : ∀ n : ℕ,
    (Chebyshev.T ℝ (n : ℤ)).eval (Real.cos θ) = Real.cos (n * θ)
  | 0 => by simp
  | 1 => by simp
  | n + 2 => by
    have e2 : ((n + 2 : ℕ) : ℝ) * θ = ((n + 1 : ℕ) : ℝ) * θ + θ := by push_cast; ring
    have e0 : (n : ℝ) * θ = ((n + 1 : ℕ) : ℝ) * θ - θ := by push_cast; ring
    rw [chebyshev_rec, eval_sub, eval_mul, chebyshev_cos θ (n + 1), chebyshev_cos θ n,
      e2, e0, Real.cos_add, Real.cos_sub]
    simp only [eval_mul, eval_X, eval_ofNat]
    ring

/-- If `z w = 1`, the `n`-th Chebyshev polynomial at `(z + w)/2` equals `(z^n + w^n)/2`. -/
theorem chebyshev_growth {z w : ℝ} (h : z * w = 1) : ∀ n : ℕ,
    (Chebyshev.T ℝ (n : ℤ)).eval ((z + w) / 2) = (z ^ n + w ^ n) / 2
  | 0 => by simp
  | 1 => by simp
  | n + 2 => by
    rw [chebyshev_rec, eval_sub, eval_mul, chebyshev_growth h (n + 1), chebyshev_growth h n]
    simp only [eval_mul, eval_X, eval_ofNat]
    linear_combination (z ^ n + w ^ n) / 2 * h

/-- For `0 < m < M`, some polynomial of degree at most `n` equals one at zero and is bounded
by `2 rate(M/m)^n` on the interval `[m, M]`. -/
theorem exists_chebyshev_residual {m M : ℝ} (hm : 0 < m) (hmM : m < M) (n : ℕ) :
    ∃ q : ℝ[X], q.natDegree ≤ n ∧ q.eval 0 = 1 ∧
      ∀ t ∈ Set.Icc m M, |q.eval t| ≤ 2 * rate (M / m) ^ n := by
  obtain ⟨s, hs, hM, hr⟩ : ∃ s : ℝ, 1 < s ∧ M = s ^ 2 * m ∧
      rate (M / m) = (s - 1) / (s + 1) := by
    refine ⟨√(M / m), (Real.lt_sqrt zero_le_one).2 ?_, ?_, rfl⟩
    · rw [one_pow, lt_div_iff₀ hm]; linarith
    · rw [Real.sq_sqrt (div_pos (hm.trans hmM) hm).le, div_mul_cancel₀ _ hm.ne']
  have h1 : 0 < s - 1 := by linarith
  have h2 : 0 < s + 1 := by linarith
  have hD : 0 < M - m := by linarith
  rw [hr]
  set z := (s - 1) / (s + 1) with hz
  set w := (s + 1) / (s - 1) with hw
  have hz0 : 0 < z := div_pos h1 h2
  have hw0 : 0 < w := div_pos h2 h1
  have hzw : z * w = 1 := by
    rw [hz, hw, div_mul_div_comm, mul_comm (s + 1) (s - 1)]
    exact div_self (mul_pos h1 h2).ne'
  -- the origin is mapped to the point `(z + w)/2` outside `[-1, 1]`
  have hc : (z + w) / 2 * (M - m) = M + m := by
    have ez : z * (s + 1) = s - 1 := div_mul_cancel₀ _ h2.ne'
    have ew : w * (s - 1) = s + 1 := div_mul_cancel₀ _ h1.ne'
    rw [hM]
    linear_combination m * (s - 1) / 2 * ez + m * (s + 1) / 2 * ew
  set c := (z + w) / 2 with hcdef
  set τ := (Chebyshev.T ℝ (n : ℤ)).eval c with hτdef
  have hτ : τ = (z ^ n + w ^ n) / 2 := chebyshev_growth hzw n
  have hτ0 : 0 < τ := by rw [hτ]; positivity
  have hbig : 1 ≤ 2 * z ^ n * τ := by
    have e : z ^ n * w ^ n = 1 := by rw [← mul_pow, hzw, one_pow]
    rw [hτ]
    nlinarith [sq_nonneg (z ^ n)]
  refine ⟨C τ⁻¹ * (Chebyshev.T ℝ (n : ℤ)).comp (C c - C (2 / (M - m)) * X), ?_, ?_, ?_⟩
  · have hl : (C c - C (2 / (M - m)) * X : ℝ[X]).natDegree ≤ 1 := by compute_degree
    calc _ ≤ _ := natDegree_C_mul_le _ _
      _ ≤ _ := natDegree_comp_le
      _ ≤ n * 1 := Nat.mul_le_mul (chebyshev_natDegree_le n) hl
      _ = n := mul_one n
  · have e : (C c - C (2 / (M - m)) * X : ℝ[X]).eval 0 = c := by simp
    rw [eval_mul, eval_C, eval_comp, e]
    exact inv_mul_cancel₀ hτ0.ne'
  · intro t ht
    have e : (C c - C (2 / (M - m)) * X : ℝ[X]).eval t = (M + m - 2 * t) / (M - m) := by
      simp only [eval_sub, eval_mul, eval_C, eval_X]
      rw [eq_div_iff hD.ne', sub_mul, hc, mul_right_comm, div_mul_cancel₀ _ hD.ne']
    have hlo : -1 ≤ (M + m - 2 * t) / (M - m) := by
      rw [le_div_iff₀ hD]; linarith [ht.2]
    have hhi : (M + m - 2 * t) / (M - m) ≤ 1 := by
      rw [div_le_iff₀ hD]; linarith [ht.1]
    rw [eval_mul, eval_C, eval_comp, e, ← Real.cos_arccos hlo hhi, chebyshev_cos, abs_mul,
      abs_of_pos (inv_pos.2 hτ0)]
    calc _ ≤ τ⁻¹ * 1 :=
          mul_le_mul_of_nonneg_left (Real.abs_cos_le_one _) (inv_pos.2 hτ0).le
      _ ≤ 2 * z ^ n := by rwa [mul_one, inv_eq_one_div, div_le_iff₀ hτ0]

variable {E : Type*} [NormedAddCommGroup E] [InnerProductSpace ℝ E]

/-- The Krylov space `K_n(A, b)`, spanned by `b, A b, …, A^(n-1) b`. -/
def krylov (A : E →ₗ[ℝ] E) (b : E) (n : ℕ) : Submodule ℝ E :=
  Submodule.span ℝ ((fun i : ℕ => (A ^ i) b) '' Set.Iio n)

/-- A MINRES iterate: a vector of `K_n(A, b)` whose residual norm is minimal there. -/
def IsMinres (A : E →ₗ[ℝ] E) (b : E) (n : ℕ) (x : E) : Prop :=
  x ∈ krylov A b n ∧ ∀ y ∈ krylov A b n, ‖b - A x‖ ≤ ‖b - A y‖

/-- Each polynomial `p` of degree at most `n` with `p(0) = 1` gives a vector of `K_n(A, b)`
with residual `p(A) b`. -/
theorem exists_krylov_residual (A : E →ₗ[ℝ] E) (b : E) {n : ℕ} {p : ℝ[X]}
    (hp : p.natDegree ≤ n) (h0 : p.eval 0 = 1) :
    ∃ x ∈ krylov A b n, b - A x = aeval A p b := by
  have hc : p.coeff 0 = 1 := by rw [coeff_zero_eq_eval_zero, h0]
  refine ⟨-∑ i ∈ Finset.range n, p.coeff (i + 1) • (A ^ i) b, ?_, ?_⟩
  · exact neg_mem (Submodule.sum_mem _ fun i hi => Submodule.smul_mem _ _
      (Submodule.subset_span ⟨i, Finset.mem_range.mp hi, rfl⟩))
  · rw [aeval_eq_sum_range' (Nat.lt_succ_of_le hp), Finset.sum_range_succ']
    simp only [LinearMap.add_apply, LinearMap.sum_apply, LinearMap.smul_apply, map_neg,
      map_sum, map_smul, pow_succ', Module.End.mul_apply, pow_zero, Module.End.one_apply,
      hc, one_smul, sub_neg_eq_add]
    exact add_comm _ _

variable [FiniteDimensional ℝ E]

/-- For symmetric `A`, a bound `K ≥ 0` on `|p|` at all eigenvalues bounds `p(A)` in norm. -/
theorem norm_aeval_le {A : E →ₗ[ℝ] E} (hA : A.IsSymmetric) (p : ℝ[X]) {K : ℝ} (hK : 0 ≤ K)
    (h : ∀ μ, Module.End.HasEigenvalue A μ → |p.eval μ| ≤ K) (v : E) :
    ‖aeval A p v‖ ≤ K * ‖v‖ := by
  -- coordinates in an orthonormal eigenbasis
  obtain ⟨B, ev, hB, hev⟩ : ∃ (B : OrthonormalBasis (Fin (Module.finrank ℝ E)) ℝ E)
      (ev : Fin (Module.finrank ℝ E) → ℝ), (∀ v i, B.repr (A v) i = ev i * B.repr v i) ∧
      ∀ i, Module.End.HasEigenvalue A (ev i) :=
    ⟨hA.eigenvectorBasis rfl, hA.eigenvalues rfl,
      fun v i => hA.eigenvectorBasis_apply_self_apply rfl v i,
      fun i => hA.hasEigenvalue_eigenvalues rfl i⟩
  have pw : ∀ (k : ℕ) i, B.repr ((A ^ k) v) i = ev i ^ k * B.repr v i := by
    intro k i
    induction k with
    | zero => simp
    | succ k ih => rw [pow_succ', Module.End.mul_apply, hB, ih]; ring
  have key : ∀ i, B.repr (aeval A p v) i = p.eval (ev i) * B.repr v i := by
    intro i
    rw [aeval_eq_sum_range, eval_eq_sum_range, LinearMap.sum_apply, map_sum,
      WithLp.ofLp_sum, Finset.sum_apply, Finset.sum_mul]
    refine Finset.sum_congr rfl fun k _ => ?_
    rw [LinearMap.smul_apply, map_smul, PiLp.smul_apply, pw, smul_eq_mul, mul_assoc]
  have norms : ∀ u : E, ‖u‖ ^ 2 = ∑ i, (B.repr u i) ^ 2 := fun u => by
    rw [← B.repr.norm_map u, EuclideanSpace.norm_sq_eq]
    simp only [Real.norm_eq_abs, sq_abs]
  refine (le_abs_self _).trans (abs_le_of_sq_le_sq ?_ (by positivity))
  rw [mul_pow, norms (aeval A p v), norms v, Finset.mul_sum]
  refine Finset.sum_le_sum fun i _ => ?_
  rw [key, mul_pow, ← sq_abs (p.eval (ev i))]
  exact mul_le_mul_of_nonneg_right
    (pow_le_pow_left₀ (abs_nonneg _) (h _ (hev i)) 2) (sq_nonneg _)

/-- Let the eigenvalues of symmetric `A` lie in `[m, M]`, `0 < m < M`, except for values `-δ`
with `δ > 0` in a finite set `S`. Then `K_(n+|S|)(A, b)` contains a vector with residual at most
`2 ∏ (1 + M/δ) rate(M/m)^n ‖b‖`. -/
theorem exists_residual_le {A : E →ₗ[ℝ] E} (hA : A.IsSymmetric) {m M : ℝ} (hm : 0 < m)
    (hmM : m < M) (S : Finset ℝ) (hS : ∀ δ ∈ S, 0 < δ)
    (hspec : ∀ μ, Module.End.HasEigenvalue A μ → -μ ∈ S ∨ μ ∈ Set.Icc m M) (b : E) (n : ℕ) :
    ∃ x ∈ krylov A b (n + S.card),
      ‖b - A x‖ ≤ 2 * (∏ δ ∈ S, (1 + M / δ)) * rate (M / m) ^ n * ‖b‖ := by
  obtain ⟨q, hqd, hq0, hq⟩ := exists_chebyshev_residual hm hmM n
  have hM : 0 < M := hm.trans hmM
  have hr : 0 ≤ 2 * rate (M / m) ^ n := (abs_nonneg _).trans (hq m ⟨le_rfl, hmM.le⟩)
  have hP : 0 ≤ ∏ δ ∈ S, (1 + M / δ) :=
    Finset.prod_nonneg fun δ hδ => by have := hS δ hδ; positivity
  -- one linear factor for each `δ` in `S`
  have hd : ((∏ δ ∈ S, (1 + C δ⁻¹ * X)) * q : ℝ[X]).natDegree ≤ n + S.card := by
    have h1 : (∏ δ ∈ S, (1 + C δ⁻¹ * X) : ℝ[X]).natDegree ≤ S.card := by
      refine (natDegree_prod_le _ _).trans ?_
      refine (Finset.sum_le_card_nsmul S _ 1 fun δ _ => ?_).trans (by simp)
      change (1 + C δ⁻¹ * X : ℝ[X]).natDegree ≤ 1
      compute_degree
    refine natDegree_mul_le.trans ?_
    omega
  obtain ⟨x, hx, hres⟩ := exists_krylov_residual A b hd (by simp [eval_prod, hq0])
  refine ⟨x, hx, ?_⟩
  rw [hres]
  refine norm_aeval_le hA _ (by nlinarith [mul_nonneg hP hr]) (fun μ hμ => ?_) b
  have he : (∏ δ ∈ S, (1 + C δ⁻¹ * X) : ℝ[X]).eval μ = ∏ δ ∈ S, (1 + δ⁻¹ * μ) := by
    simp [eval_prod]
  rw [eval_mul, he, abs_mul]
  rcases hspec μ hμ with h | h
  · have hne : μ ≠ 0 := by have := hS _ h; intro h0; simp [h0] at this
    have hz : ∏ δ ∈ S, (1 + δ⁻¹ * μ) = 0 :=
      Finset.prod_eq_zero h (by rw [inv_neg, neg_mul, inv_mul_cancel₀ hne]; ring)
    rw [hz, abs_zero, zero_mul]
    nlinarith [mul_nonneg hP hr]
  · have hμ0 : 0 < μ := hm.trans_le h.1
    have hb : |∏ δ ∈ S, (1 + δ⁻¹ * μ)| ≤ ∏ δ ∈ S, (1 + M / δ) := by
      rw [Finset.abs_prod]
      refine Finset.prod_le_prod (fun _ _ => abs_nonneg _) fun δ hδ => ?_
      have hδ0 := hS δ hδ
      rw [abs_of_pos (by positivity), div_eq_inv_mul]
      have := mul_le_mul_of_nonneg_left h.2 (inv_pos.2 hδ0).le
      linarith
    calc _ ≤ (∏ δ ∈ S, (1 + M / δ)) * (2 * rate (M / m) ^ n) :=
          mul_le_mul hb (hq μ h) (abs_nonneg _) hP
      _ = _ := by ring

/-- If symmetric `A` has all eigenvalues in `[m, M]`, `0 < m < M`, except possibly `-d < 0`, then
the MINRES iterate in `K_(n+1)(A, b)` has residual at most `2 (1 + M/d) rate(M/m)^n ‖b‖`. -/
theorem minres_one_negative {A : E →ₗ[ℝ] E} (hA : A.IsSymmetric) {m M d : ℝ} (hm : 0 < m)
    (hmM : m < M) (hd : 0 < d)
    (hspec : ∀ μ, Module.End.HasEigenvalue A μ → μ = -d ∨ μ ∈ Set.Icc m M)
    {b x : E} {n : ℕ} (hx : IsMinres A b (n + 1) x) :
    ‖b - A x‖ ≤ 2 * (1 + M / d) * rate (M / m) ^ n * ‖b‖ := by
  obtain ⟨y, hy, hres⟩ := exists_residual_le hA hm hmM {d} (by simpa using hd)
    (fun μ hμ => (hspec μ hμ).imp_left fun h => by simp [h]) b n
  rw [Finset.card_singleton] at hy
  rw [Finset.prod_singleton] at hres
  exact (hx.2 y hy).trans hres

/-- If symmetric `A` has all eigenvalues in `[m, M]`, `0 < m < M`, except possibly `-d < 0`, then
`n ≥ (√(M/m) + 1)/2 · log (2 (1 + M/d)/ε)` ensures that the MINRES iterate in `K_(n+1)(A, b)` has
residual at most `ε ‖b‖`, for `ε > 0`. -/
theorem minres_logarithmic_delay {A : E →ₗ[ℝ] E} (hA : A.IsSymmetric) {m M d ε : ℝ}
    (hm : 0 < m) (hmM : m < M) (hd : 0 < d) (hε : 0 < ε)
    (hspec : ∀ μ, Module.End.HasEigenvalue A μ → μ = -d ∨ μ ∈ Set.Icc m M)
    {b x : E} {n : ℕ} (hn : (√(M / m) + 1) / 2 * Real.log (2 * (1 + M / d) / ε) ≤ n)
    (hx : IsMinres A b (n + 1) x) : ‖b - A x‖ ≤ ε * ‖b‖ := by
  refine (minres_one_negative hA hm hmM hd hspec hx).trans
    (mul_le_mul_of_nonneg_right ?_ (norm_nonneg b))
  have hM : 0 < M := hm.trans hmM
  have hK : 0 < 2 * (1 + M / d) := by positivity
  have hs : 1 < √(M / m) := (Real.lt_sqrt zero_le_one).2 (by
    rw [one_pow, lt_div_iff₀ hm]; linarith)
  have hs1 : 0 < √(M / m) + 1 := by linarith
  have hr0 : 0 ≤ rate (M / m) := div_nonneg (by linarith) hs1.le
  -- the convergence factor is at most `exp (-2/(√k + 1))`
  have hr : rate (M / m) ≤ Real.exp (-(2 / (√(M / m) + 1))) := by
    have e : rate (M / m) = -(2 / (√(M / m) + 1)) + 1 := by
      unfold rate
      rw [div_eq_iff hs1.ne', add_mul, neg_mul, div_mul_cancel₀ _ hs1.ne']
      ring
    rw [e]
    exact Real.add_one_le_exp _
  have hlog : Real.log (2 * (1 + M / d) / ε) ≤ n * (2 / (√(M / m) + 1)) := by
    rw [← mul_div_assoc, le_div_iff₀ hs1]
    linarith
  have hpow : rate (M / m) ^ n ≤ (2 * (1 + M / d) / ε)⁻¹ := by
    calc _ ≤ Real.exp (-(2 / (√(M / m) + 1))) ^ n := pow_le_pow_left₀ hr0 hr n
      _ = Real.exp (n * -(2 / (√(M / m) + 1))) := (Real.exp_nat_mul _ n).symm
      _ ≤ Real.exp (-Real.log (2 * (1 + M / d) / ε)) :=
          Real.exp_le_exp.2 (by linarith)
      _ = _ := by rw [Real.exp_neg, Real.exp_log (div_pos hK hε)]
  calc _ ≤ 2 * (1 + M / d) * (2 * (1 + M / d) / ε)⁻¹ :=
        mul_le_mul_of_nonneg_left hpow hK.le
    _ = ε := by rw [inv_div, mul_div_cancel₀ _ hK.ne']

end

end MinresIndefinite
```

```lean
#print axioms MinresIndefinite.minres_logarithmic_delay
```

```
'MinresIndefinite.minres_logarithmic_delay' depends on axioms: [propext, Classical.choice, Quot.sound]
```

## The bound and the step count

Write $k=M/m$ and $r=(\sqrt k-1)/(\sqrt k+1)$, which is `rate (M / m)`. The theorem `minres_one_negative` says that if every eigenvalue of the symmetric map $A$ is either $-d$ or in $[m,M]$, then the MINRES iterate $x$ from $K_{n+1}(A,b)$ satisfies

$$\|b-Ax\|\le 2\,(1+M/d)\,r^n\,\|b\|.$$

By `minres_logarithmic_delay`, the residual is at most $\varepsilon\|b\|$ as soon as

$$n\ge\frac{\sqrt k+1}{2}\,\log\frac{2(1+M/d)}{\varepsilon}.$$

The logarithm splits into $\log(2/\varepsilon)+\log(1+M/d)$. The negative eigenvalue therefore adds $\frac{\sqrt k+1}{2}\log(1+M/d)$ to this sufficient count, besides one extra Krylov dimension. This compares guarantees; actual runs may stop earlier.

The more general `exists_residual_le` allows a finite set `S` of positive numbers $\delta$, with negative eigenvalues only among the $-\delta$. It finds a vector in $K_{n+|S|}(A,b)$ with the factor $\prod_{\delta\in S}(1+M/\delta)$ in place of $1+M/d$.

## A shifted Hamiltonian with one level below the shift

The space `E` is a finite-dimensional real inner product space, and `A.IsSymmetric` says that $A$ is self-adjoint. A physical example is $A=H-\sigma$, where $H$ is a real symmetric Hamiltonian matrix in a finite orthonormal basis and the shift $\sigma$ lies between its lowest and second-lowest levels. Then $d$ is the distance from the shift down to the lowest level, $m$ can be the distance up to the next one, and $M$ the distance to the top of the spectrum. For such a matrix and a fixed tolerance $\varepsilon$, the sufficient step count grows only like $\log(1/d)$ as $\sigma$ approaches the lowest level. This concerns the residual: once $d\le m$, the error in $x$ can be up to $1/d$ times as large in norm.

These spectral bounds enter as the hypothesis `hspec`. They are needed to evaluate the guarantee, not to run MINRES. The value $-d$ may be degenerate, or absent. Since $[m,M]$ only has to contain the positive eigenvalues, $m<M$ can be arranged even when they all coincide.

`krylov A b n` is the span of $A^ib$ for $i<n$, so the starting guess is zero. `IsMinres` describes the iterate by its defining property, minimal residual norm over that space. The Lanczos recurrence that computes it, rounding errors and preconditioning do not enter.

## A polynomial that is small on the positive interval

The Chebyshev polynomials obey $T_0=1$, $T_1=X$ and $T_{n+2}=2XT_{n+1}-T_n$. Three inductions on this recurrence give what is needed:

- `chebyshev_natDegree_le`: $\deg T_n\le n$.
- `chebyshev_cos`: $T_n(\cos\theta)=\cos n\theta$, from the addition formulas for $(n+1)\theta\pm\theta$. Hence $|T_n|\le1$ on $[-1,1]$.
- `chebyshev_growth`: if $zw=1$, then $T_n\big(\tfrac{z+w}2\big)=\tfrac{z^n+w^n}2$. In the induction step,

$$(z+w)\,\frac{z^{n+1}+w^{n+1}}2-\frac{z^n+w^n}2=\frac{z^{n+2}+w^{n+2}}2+(zw-1)\,\frac{z^n+w^n}2,$$

and the last term vanishes; `linear_combination` uses exactly this multiple of $zw=1$.

In `exists_chebyshev_residual`, put $s=\sqrt k$, $z=(s-1)/(s+1)=r$ and $w=1/z$. Then

$$c=\frac{z+w}2=\frac{s^2+1}{s^2-1}=\frac{M+m}{M-m}.$$

The map $t\mapsto(M+m-2t)/(M-m)$ sends $[m,M]$ to $[-1,1]$ and $0$ to $c$. Therefore

$$q(t)=\frac{1}{T_n(c)}\,T_n\!\left(\frac{M+m-2t}{M-m}\right)$$

has degree at most $n$ and $q(0)=1$. On $[m,M]$,

$$|q(t)|\le\frac1{T_n(c)}=\frac{2}{z^n+z^{-n}}\le2z^n=2r^n.$$

The last inequality is `hbig` in the form $2z^nT_n(c)=z^{2n}+1\ge1$.

## From polynomials to residual vectors

Let $p(t)=1+\sum_{i=0}^{n-1}p_{i+1}t^{i+1}$. The vector $x=-\sum_{i=0}^{n-1}p_{i+1}A^ib$ lies in $K_n(A,b)$, and

$$b-Ax=b+\sum_{i=0}^{n-1}p_{i+1}A^{i+1}b=p(A)b.$$

This is `exists_krylov_residual`; `Finset.sum_range_succ'` separates the constant term in the same way.

For the norm, `norm_aeval_le` takes an orthonormal eigenbasis with eigenvalues $\lambda_i$ and coordinates $v_i$ of $v$. Each power $A^j$ multiplies $v_i$ by $\lambda_i^j$, so if $|p|\le K$ on the spectrum,

$$\|p(A)v\|^2=\sum_i p(\lambda_i)^2v_i^2\le K^2\sum_i v_i^2=K^2\|v\|^2.$$

## Removing the negative eigenvalues

`exists_residual_le` applies both facts to

$$p(t)=q(t)\prod_{\delta\in S}(1+t/\delta).$$

Its degree is at most $n+|S|$, and $p(0)=1$. The case split on `hspec` treats the two kinds of eigenvalue. At $-\delta$ one factor is zero, which removes the entire eigenspace. On $[m,M]$ each factor satisfies $0<1+t/\delta\le1+M/\delta$, so

$$|p(t)|\le2r^n\prod_{\delta\in S}(1+M/\delta).$$

With `S` equal to `{d}`, this gives a vector in $K_{n+1}(A,b)$ with the stated residual. The MINRES iterate does at least as well by minimality, which proves `minres_one_negative`.

For the step count, $1+u\le e^u$ gives

$$r=1-\frac2{\sqrt k+1}\le e^{-2/(\sqrt k+1)},\qquad r^n\le e^{-2n/(\sqrt k+1)}.$$

The condition on $n$ makes the last exponential at most $\varepsilon/\big(2(1+M/d)\big)$, which is `hpow`. Multiplying by $2(1+M/d)\|b\|$ leaves $\varepsilon\|b\|$.
